# For a continuous electron density, the first-order energy shift of a small uniform nucleus, divided by R², tends to (2π/5) Z n(0)

An electron in an atom is usually given the potential energy −Z/r of a point nucleus, but real nuclei have a size. Suppose the charge Z is spread uniformly over a ball of radius R. To first order, the energy changes by the integral of the unperturbed density n times the change in potential. How does this shift depend on R when the nucleus is small?

```lean
import Mathlib

open Real Set Filter Topology MeasureTheory

namespace FiniteNucleus

noncomputable section
```

## Two nuclei with the same charge

Atomic units are used throughout, and r is the distance from the nuclear centre. The point nucleus gives

V_point(r) = −Z/r.

```lean
/-- Potential energy of an electron at distance `r > 0` from a point nucleus of charge `Z`,
in atomic units. -/
def pointPotential (Z r : ℝ) : ℝ := -Z / r
```

Inside the ball, the charge enclosed at distance r is Z(r/R)³, so the potential energy has slope Zr/R³. Integrating inwards from the surface value −Z/R gives

V_ball(r) = −Z/R − Z(R² − r²)/(2R³) = −Z(3/(2R) − r²/(2R³)) for r ≤ R.

Outside, V_ball(r) = −Z/r.

```lean
/-- Potential energy of an electron at distance `r ≥ 0` from the centre of a uniformly charged
ball of total charge `Z` and radius `R > 0`. -/
def spherePotential (Z R r : ℝ) : ℝ :=
  if r ≤ R then -Z * (3 / (2 * R) - r ^ 2 / (2 * R ^ 3)) else -Z / r
```

For a spherical density the shift is

ΔE(R) = ∫₀^∞ 4πr² n(r) [V_ball(r) − V_point(r)] dr.

In Lean, `n` is any function from reals to reals, with neither positivity nor normalisation required. The definition takes the first-order formula as its starting point, with the density held fixed; relaxation of the electrons is left out.

```lean
/-- First-order energy shift of a spherical electron density `n` when the point nucleus is
replaced by a uniform ball of radius `R > 0`. -/
def energyShift (Z R : ℝ) (n : ℝ → ℝ) : ℝ :=
  ∫ r in Ioi (0 : ℝ), 4 * π * r ^ 2 * n r * (spherePotential Z R r - pointPotential Z r)
```

The next theorem checks the ball potential against Gauss's law at 0 < r < R and matches it to the Coulomb value at the surface.

```lean
/-- Gauss's law for the ball: at `0 < r < R` the slope of the potential is the enclosed charge
`Z (r/R)³` divided by `r²`, and at the surface the potential equals that of a point nucleus. -/
theorem spherePotential_gauss {Z R r : ℝ} (hr : 0 < r) (hrR : r < R) :
    HasDerivAt (spherePotential Z R) (Z * (r / R) ^ 3 / r ^ 2) r ∧
      spherePotential Z R R = pointPotential Z R := by
  have hR : R ≠ 0 := (hr.trans hrR).ne'
  constructor
  · have h2 : HasDerivAt (fun s : ℝ => s ^ 2) (2 * r) r := by
      simpa using hasDerivAt_pow 2 r
    have h := ((h2.div_const (2 * R ^ 3)).const_sub (3 / (2 * R))).const_mul (-Z)
    have h' := h.congr_deriv (g' := Z * (r / R) ^ 3 / r ^ 2) (by
      rw [eq_div_iff (pow_ne_zero 2 hr.ne')]
      ring)
    refine h'.congr_of_eventuallyEq ?_
    filter_upwards [Iio_mem_nhds hrR] with s hs
    exact if_pos (le_of_lt hs)
  · rw [spherePotential, if_pos le_rfl, pointPotential]
    field_simp
    ring
```

## A non-negative weight inside the nucleus

The potentials agree for r > R, which leaves

ΔE(R) = ∫₀^R 4πr² n(r) Z(1/r − 3/(2R) + r²/(2R³)) dr.

The proof discards the outer region, where the integrand vanishes, and rewrites the rest.

```lean
/-- Only the interior of the nucleus contributes to the energy shift. -/
theorem energyShift_eq {Z R : ℝ} (hR : 0 < R) (n : ℝ → ℝ) :
    energyShift Z R n = ∫ r in (0 : ℝ)..R,
      4 * π * r ^ 2 * n r * (Z * (1 / r - 3 / (2 * R) + r ^ 2 / (2 * R ^ 3))) := by
  have hout : ∀ r ∈ Ioi (0 : ℝ) \ Ioc 0 R,
      4 * π * r ^ 2 * n r * (spherePotential Z R r - pointPotential Z r) = 0 := by
    intro r hr
    have h : ¬ r ≤ R := fun h => hr.2 ⟨hr.1, h⟩
    rw [spherePotential, if_neg h, pointPotential, sub_self, mul_zero]
  rw [intervalIntegral.integral_of_le hR.le]
  refine (MeasureTheory.setIntegral_eq_of_subset_of_forall_sdiff_eq_zero measurableSet_Ioi
    Ioc_subset_Ioi_self hout).trans ?_
  refine setIntegral_congr_fun measurableSet_Ioc fun r hr => ?_
  rw [spherePotential, if_pos hr.2, pointPotential]
  ring
```

Multiplying out the factor in front of n(r) gives

(2πZ/R³) r (2R³ − 3R²r + r³) = (2πZ/R³) r (R − r)² (2R + r).

```lean
/-- The energy shift is the density integrated against a polynomial weight, written here in
factored form. -/
theorem energyShift_eq_weight {Z R : ℝ} (hR : 0 < R) (n : ℝ → ℝ) :
    energyShift Z R n = ∫ r in (0 : ℝ)..R,
      2 * π * Z / R ^ 3 * (r * (R - r) ^ 2 * (2 * R + r)) * n r := by
  rw [energyShift_eq hR, intervalIntegral.integral_of_le hR.le,
    intervalIntegral.integral_of_le hR.le]
  refine setIntegral_congr_fun measurableSet_Ioc fun r hr => ?_
  have hr0 : r ≠ 0 := hr.1.ne'
  field_simp
  ring
```

For Z ≥ 0 every factor is non-negative on [0,R], so raising the density never lowers the shift. Continuity of both densities supplies the integrability needed to compare the integrals.

```lean
/-- For `Z ≥ 0` and densities `f`, `g` continuous on `[0, R]`, if `f ≤ g` throughout the nucleus
then the energy shift of `f` is at most that of `g`. -/
theorem energyShift_mono {Z R : ℝ} {f g : ℝ → ℝ} (hZ : 0 ≤ Z) (hR : 0 < R)
    (hf : ContinuousOn f (Icc 0 R)) (hg : ContinuousOn g (Icc 0 R))
    (h : ∀ r ∈ Icc 0 R, f r ≤ g r) : energyShift Z R f ≤ energyShift Z R g := by
  have hw : Continuous fun r : ℝ =>
      2 * π * Z / R ^ 3 * (r * (R - r) ^ 2 * (2 * R + r)) := by fun_prop
  rw [energyShift_eq_weight hR, energyShift_eq_weight hR]
  rw [← uIcc_of_le hR.le] at hf hg
  refine intervalIntegral.integral_mono_on hR.le (hw.continuousOn.mul hf).intervalIntegrable
    (hw.continuousOn.mul hg).intervalIntegrable fun r hr => ?_
  have hr0 : 0 ≤ r := hr.1
  exact mul_le_mul_of_nonneg_left (h r hr) (by positivity)
```

## Linear densities, then a squeeze

For n(r) = a + br two integrals are needed:

∫₀^R r(2R³ − 3R²r + r³) dr = R⁵(1 − 1 + 1/5) = R⁵/5,

∫₀^R r²(2R³ − 3R²r + r³) dr = R⁶(2/3 − 3/4 + 1/6) = R⁶/12.

Multiplication by 2πZ/R³ yields

ΔE(R) = (2π/5)Z a R² + (π/6)Z b R³.

Lean differentiates an explicit antiderivative and evaluates it at the endpoints.

```lean
/-- Exact energy shift of a density `a + b r` that is linear in the distance. -/
theorem energyShift_linear {Z R : ℝ} (hR : 0 < R) (a b : ℝ) :
    energyShift Z R (fun r => a + b * r) =
      2 * π / 5 * Z * a * R ^ 2 + π / 6 * Z * b * R ^ 3 := by
  rw [energyShift_eq_weight hR]
  -- an explicit antiderivative of the integrand
  have hd : ∀ r ∈ uIcc 0 R, HasDerivAt (fun r : ℝ => 2 * π * Z / R ^ 3 * (a * R ^ 3) * r ^ 2
      + 2 * π * Z / R ^ 3 * (2 * b * R ^ 3 / 3 - a * R ^ 2) * r ^ 3
      + 2 * π * Z / R ^ 3 * (-(3 * b * R ^ 2 / 4)) * r ^ 4
      + 2 * π * Z / R ^ 3 * (a / 5) * r ^ 5 + 2 * π * Z / R ^ 3 * (b / 6) * r ^ 6)
      (2 * π * Z / R ^ 3 * (r * (R - r) ^ 2 * (2 * R + r)) * (a + b * r)) r := by
    intro r _
    refine ((((((hasDerivAt_pow 2 r).const_mul _).fun_add
      ((hasDerivAt_pow 3 r).const_mul _)).fun_add ((hasDerivAt_pow 4 r).const_mul _)).fun_add
      ((hasDerivAt_pow 5 r).const_mul _)).fun_add
      ((hasDerivAt_pow 6 r).const_mul _)).congr_deriv ?_
    simp only [Nat.cast_ofNat, Nat.reduceSub]
    ring
  refine (intervalIntegral.integral_eq_sub_of_hasDerivAt hd
    (Continuous.intervalIntegrable (by fun_prop) _ _)).trans ?_
  have h : R ^ 3 * (R ^ 3)⁻¹ = 1 := mul_inv_cancel₀ (pow_ne_zero 3 hR.ne')
  linear_combination (2 * π * Z * (a * R ^ 2 / 5 + b * R ^ 3 / 12)) * h
```

If |n(r) − (a + br)| ≤ c + dr on [0,R], then n lies between (a − c) + (b − d)r and (a + c) + (b + d)r. Monotonicity and the linear formula bound the error by

(2π/5)Z c R² + (π/6)Z d R³.

This holds at finite R.

```lean
/-- Error bound at finite radius, for `Z ≥ 0`: if a continuous density differs from `a + b r` by
at most `c + d r` inside the nucleus, its shift differs from the linear one accordingly. -/
theorem energyShift_error {Z R a b c d : ℝ} {n : ℝ → ℝ} (hZ : 0 ≤ Z) (hR : 0 < R)
    (hn : ContinuousOn n (Icc 0 R)) (h : ∀ r ∈ Icc 0 R, |n r - (a + b * r)| ≤ c + d * r) :
    |energyShift Z R n - (2 * π / 5 * Z * a * R ^ 2 + π / 6 * Z * b * R ^ 3)| ≤
      2 * π / 5 * Z * c * R ^ 2 + π / 6 * Z * d * R ^ 3 := by
  -- squeeze the density between two linear ones
  have hu := energyShift_mono (g := fun r => (a + c) + (b + d) * r) hZ hR hn (by fun_prop)
    (fun r hr => by
      have := (abs_le.mp (h r hr)).2
      linarith)
  have hl := energyShift_mono (f := fun r => (a - c) + (b - d) * r) hZ hR (by fun_prop) hn
    (fun r hr => by
      have := (abs_le.mp (h r hr)).1
      linarith)
  rw [energyShift_linear hR] at hu hl
  rw [abs_le]
  constructor <;> linarith
```

## Shrinking the nucleus

A bound valid for all r ≥ 0 close to zero holds throughout [0,R] once R is small enough.

```lean
/-- A property valid near the origin holds throughout every sufficiently small nucleus. -/
private theorem small_nucleus {P : ℝ → Prop} (h : ∀ᶠ r in 𝓝[≥] (0 : ℝ), P r) :
    ∀ᶠ R in 𝓝[>] (0 : ℝ), ∀ r ∈ Icc 0 R, P r := by
  obtain ⟨δ, hδ, hs⟩ := Metric.mem_nhdsWithin_iff.mp h
  filter_upwards [Ioo_mem_nhdsGT hδ] with R hR r hr
  refine hs ⟨?_, hr.1⟩
  rw [Metric.mem_ball, Real.dist_eq, sub_zero, abs_of_nonneg hr.1]
  exact hr.2.trans_lt hR.2
```

If, for every η > 0, a quantity S(R) differs from L Rᵏ by at most KηRᵏ for small R, then S(R)/Rᵏ → L. Given a tolerance ε, the proof takes η = ε/(K + 1), which also handles K = 0.

```lean
/-- Error bounds of order `R ^ k` with arbitrarily small prefactor give the limit of
`S R / R ^ k`. -/
private theorem tendsto_of_error {S : ℝ → ℝ} {L K : ℝ} (k : ℕ) (hK : 0 ≤ K)
    (h : ∀ η > 0, ∀ᶠ R in 𝓝[>] (0 : ℝ), |S R - L * R ^ k| ≤ K * η * R ^ k) :
    Tendsto (fun R => S R / R ^ k) (𝓝[>] 0) (𝓝 L) := by
  rw [Metric.tendsto_nhds]
  intro ε hε
  have hK1 : 0 < K + 1 := by linarith
  filter_upwards [h (ε / (K + 1)) (div_pos hε hK1), self_mem_nhdsWithin] with R hb hR
  have hRk : 0 < R ^ k := pow_pos (mem_Ioi.mp hR) k
  have hlt : K * (ε / (K + 1)) < ε := by
    rw [← mul_div_assoc, div_lt_iff₀ hK1]
    linarith
  have he : S R / R ^ k - L = (S R - L * R ^ k) / R ^ k := by
    rw [sub_div, mul_div_cancel_right₀ _ hRk.ne']
  rw [Real.dist_eq, he, abs_div, abs_of_pos hRk, div_lt_iff₀ hRk]
  exact hb.trans_lt (mul_lt_mul_of_pos_right hlt hRk)
```

Continuity at the nucleus gives |n(r) − n(0)| ≤ η for small r. Taking a = n(0), b = 0, c = η and d = 0 in the error bound,

|ΔE(R) − (2π/5)Z n(0)R²| ≤ (2π/5)Z η R²,

and the limit follows. In the statement, `𝓝[>] 0` means that R approaches zero through positive values, and `ContinuousOn n (Ici 0)` is continuity on [0,∞).

Continuity on (0,∞) alone is not enough. Let Z > 0, n(0) = 1 and n(r) = 0 for r > 0: the shift divided by R² is zero for every R > 0, while the formula predicts the limit (2π/5)Z.

```lean
/-- For a continuous density and `Z ≥ 0`, the finite-nucleus energy shift divided by `R²` tends
to `(2π/5) Z n(0)` as the nuclear radius `R` tends to zero. -/
theorem energyShift_leading {Z : ℝ} {n : ℝ → ℝ} (hZ : 0 ≤ Z) (hn : ContinuousOn n (Ici 0)) :
    Tendsto (fun R => energyShift Z R n / R ^ 2) (𝓝[>] 0) (𝓝 (2 * π / 5 * Z * n 0)) := by
  refine tendsto_of_error (K := 2 * π / 5 * Z) 2 (by positivity) fun η hη => ?_
  have hev : ∀ᶠ r in 𝓝[≥] (0 : ℝ), |n r - n 0| ≤ η := by
    filter_upwards [Metric.tendsto_nhds.mp (hn 0 (mem_Ici.mpr le_rfl)).tendsto η hη] with r hr
    rw [Real.dist_eq] at hr
    exact hr.le
  filter_upwards [small_nucleus hev, self_mem_nhdsWithin] with R h hR
  have hb := energyShift_error (a := n 0) (b := 0) (c := η) (d := 0) hZ (mem_Ioi.mp hR)
    (hn.mono Icc_subset_Ici_self) (fun r hr => by simpa using h r hr)
  simp only [mul_zero, zero_mul, add_zero] at hb
  exact hb
```

If n has right derivative n₁ at zero, then |n(r) − n(0) − n₁r| ≤ ηr for small r. The same bound with a = n(0), b = n₁, c = 0 and d = η gives the next coefficient, (π/6)Z n₁.

```lean
/-- If the continuous density also has slope `n₁` at the nucleus and `Z ≥ 0`, the next term of
the energy shift is `(π/6) Z n₁ R³`. -/
theorem energyShift_next {Z n₁ : ℝ} {n : ℝ → ℝ} (hZ : 0 ≤ Z) (hn : ContinuousOn n (Ici 0))
    (hd : HasDerivWithinAt n n₁ (Ici 0) 0) :
    Tendsto (fun R => (energyShift Z R n - 2 * π / 5 * Z * n 0 * R ^ 2) / R ^ 3)
      (𝓝[>] 0) (𝓝 (π / 6 * Z * n₁)) := by
  refine tendsto_of_error (S := fun R => energyShift Z R n - 2 * π / 5 * Z * n 0 * R ^ 2)
    (K := π / 6 * Z) 3 (by positivity) fun η hη => ?_
  have hev : ∀ᶠ r in 𝓝[≥] (0 : ℝ), |n r - (n 0 + n₁ * r)| ≤ η * r := by
    filter_upwards [(hasDerivWithinAt_iff_isLittleO.mp hd).def hη, self_mem_nhdsWithin]
      with r hr hr0
    simp only [sub_zero, smul_eq_mul, Real.norm_eq_abs] at hr
    rw [abs_of_nonneg (mem_Ici.mp hr0)] at hr
    rwa [show n r - (n 0 + n₁ * r) = n r - n 0 - r * n₁ by ring]
  filter_upwards [small_nucleus hev, self_mem_nhdsWithin] with R h hR
  have hb := energyShift_error (a := n 0) (b := n₁) (c := 0) (d := η) hZ (mem_Ioi.mp hR)
    (hn.mono Icc_subset_Ici_self) (fun r hr => by simpa using h r hr)
  rw [← sub_sub] at hb
  simp only [mul_zero, zero_mul, zero_add] at hb
  exact hb
```

Kato's cusp condition, n′(0) = −2Z n(0), expresses how the wavefunction's kink at a point nucleus compensates the Coulomb singularity. It enters here as a hypothesis, and turns the next coefficient into

(π/6)Z · (−2Z n(0)) = −(π/3)Z² n(0).

The factor 2 belongs to the density; using the orbital's slope, −Zψ(0), as if it were the density's rule would halve this term.

For electronic-structure calculations, these limits estimate the first-order effect of replacing a point nucleus by a small uniform ball, for a fixed, continuous spherical density; the R³ term also requires the density to have a one-sided derivative at the nucleus. That term is not the full R³ correction to the energy: already for an s state of a one-electron atom, second-order perturbation theory contributes at order R³ too. The Dirac density of an s state at a point nucleus diverges at r = 0, so relativistic calculations of that kind fall outside these theorems.

```lean
/-- For a continuous density obeying Kato's cusp condition `n'(0) = -2 Z n(0)` with `Z ≥ 0`, the
term after the leading one is `-(π/3) Z² n(0) R³`. -/
theorem energyShift_kato {Z : ℝ} {n : ℝ → ℝ} (hZ : 0 ≤ Z) (hn : ContinuousOn n (Ici 0))
    (hcusp : HasDerivWithinAt n (-2 * Z * n 0) (Ici 0) 0) :
    Tendsto (fun R => (energyShift Z R n - 2 * π / 5 * Z * n 0 * R ^ 2) / R ^ 3)
      (𝓝[>] 0) (𝓝 (-(π / 3) * Z ^ 2 * n 0)) := by
  have h := energyShift_next hZ hn hcusp
  rwa [show π / 6 * Z * (-2 * Z * n 0) = -(π / 3) * Z ^ 2 * n 0 by ring] at h

end

end FiniteNucleus
```

```lean
#print axioms FiniteNucleus.spherePotential_gauss
#print axioms FiniteNucleus.energyShift_leading
#print axioms FiniteNucleus.energyShift_kato
```

```
'FiniteNucleus.spherePotential_gauss' depends on axioms: [propext, Classical.choice, Quot.sound]
'FiniteNucleus.energyShift_leading' depends on axioms: [propext, Classical.choice, Quot.sound]
'FiniteNucleus.energyShift_kato' depends on axioms: [propext, Classical.choice, Quot.sound]
```
